# On a finite grid with nonnegative weights, the local kinetic and exchange energies add up to at least $-c^2N/(4a)$

At a single grid point with weight $w\ge 0$ and electron density $\rho=t^3\ge 0$, a local kinetic energy with coefficient $a>0$ minus a local exchange term with real coefficient $c$ is $w(at^5-ct^4)=w\,a\,t^3\bigl(t-\tfrac{c}{2a}\bigr)^2-\tfrac{c^2}{4a}\,w\rho$, so it never falls below $-c^2/(4a)$ times the electron number $w\rho$. The Lean code below proves the same bound for every finite grid with nonnegative weights and densities, together with the inequality between the exchange and kinetic sums that lies behind it.

```lean
import Mathlib

open Finset

namespace ThomasFermiDiracGrid

noncomputable section

variable {ι : Type*} [Fintype ι]

/-- The quadrature sum of the `p`-th power of the density `ρ` with grid weights `w`. -/
def moment (w ρ : ι → ℝ) (p : ℝ) : ℝ := ∑ i, w i * ρ i ^ p

/-- The number of electrons on the grid, the weighted sum of the density. -/
def electronNumber (w ρ : ι → ℝ) : ℝ := ∑ i, w i * ρ i

/-- The local kinetic energy with coefficient `a` minus the local exchange term with
coefficient `c`, evaluated on the grid. -/
def tfdEnergy (a c : ℝ) (w ρ : ι → ℝ) : ℝ :=
  a * moment w ρ (5 / 3) - c * moment w ρ (4 / 3)

/-- For nonnegative weights and densities and nonnegative exponents `p` and `q`, the square of
the density moment at the mean exponent is at most the product of the moments at `p` and `q`. -/
theorem moment_sq_le {w ρ : ι → ℝ} (hw : ∀ i, 0 ≤ w i) (hρ : ∀ i, 0 ≤ ρ i)
    {p q : ℝ} (hp : 0 ≤ p) (hq : 0 ≤ q) :
    moment w ρ ((p + q) / 2) ^ 2 ≤ moment w ρ p * moment w ρ q := by
  unfold moment
  -- Cauchy-Schwarz, in the form that needs only the squares of the terms
  apply Finset.sum_sq_le_sum_mul_sum_of_sq_le_mul
  · intro i _
    exact mul_nonneg (hw i) (Real.rpow_nonneg (hρ i) _)
  · intro i _
    exact mul_nonneg (hw i) (Real.rpow_nonneg (hρ i) _)
  · intro i _
    have hm : 0 ≤ (p + q) / 2 := by linarith
    have h : ρ i ^ ((p + q) / 2) * ρ i ^ ((p + q) / 2) = ρ i ^ p * ρ i ^ q := by
      rw [← Real.rpow_add_of_nonneg (hρ i) hm hm, ← Real.rpow_add_of_nonneg (hρ i) hp hq]
      congr 1
      ring
    linear_combination (w i) ^ 2 * h

/-- For nonnegative weights and densities, the square of the exchange sum is at most the
electron number times the kinetic sum. -/
theorem exchange_sq_le {w ρ : ι → ℝ} (hw : ∀ i, 0 ≤ w i) (hρ : ∀ i, 0 ≤ ρ i) :
    moment w ρ (4 / 3) ^ 2 ≤ electronNumber w ρ * moment w ρ (5 / 3) := by
  have h := moment_sq_le hw hρ (p := 1) (q := 5 / 3) (by norm_num) (by norm_num)
  have h1 : moment w ρ 1 = electronNumber w ρ := by
    simp only [moment, electronNumber, Real.rpow_one]
  have h2 : ((1 : ℝ) + 5 / 3) / 2 = 4 / 3 := by norm_num
  rwa [h1, h2] at h

/-- For nonnegative weights and densities and a positive kinetic coefficient `a`, the kinetic
minus exchange energy is at least `-c² N / (4a)`, with `N` the electron number. -/
theorem tfdEnergy_lower_bound {w ρ : ι → ℝ} (hw : ∀ i, 0 ≤ w i) (hρ : ∀ i, 0 ≤ ρ i)
    {a : ℝ} (ha : 0 < a) (c : ℝ) :
    -(c ^ 2 * electronNumber w ρ / (4 * a)) ≤ tfdEnergy a c w ρ := by
  have hX := exchange_sq_le hw hρ
  have hN : 0 ≤ electronNumber w ρ :=
    Finset.sum_nonneg fun i _ => mul_nonneg (hw i) (hρ i)
  have hT : 0 ≤ moment w ρ (5 / 3) :=
    Finset.sum_nonneg fun i _ => mul_nonneg (hw i) (Real.rpow_nonneg (hρ i) _)
  unfold tfdEnergy
  generalize electronNumber w ρ = N at *
  generalize moment w ρ (5 / 3) = T at *
  generalize moment w ρ (4 / 3) = X at *
  have ha2 : 0 ≤ 4 * a ^ 2 := by positivity
  have key : 0 ≤ 4 * a ^ 2 * T - 4 * a * c * X + c ^ 2 * N := by
    rcases hN.eq_or_lt with h0 | hpos
    · -- without electrons the exchange sum vanishes
      have hX0 : X = 0 := by
        rw [← h0, zero_mul] at hX
        exact pow_eq_zero_iff two_ne_zero |>.mp (le_antisymm hX (sq_nonneg X))
      rw [← h0, hX0]
      have := mul_nonneg ha2 hT
      linarith
    · -- otherwise multiply by `N` and complete the square
      by_contra h
      have h1 := mul_neg_of_pos_of_neg hpos (lt_of_not_ge h)
      have h2 := mul_le_mul_of_nonneg_left hX ha2
      nlinarith [sq_nonneg (2 * a * X - c * N)]
  have h : c * X - a * T ≤ c ^ 2 * N / (4 * a) := by
    rw [le_div_iff₀ (by positivity)]
    linarith
  linarith

/-- The cube root of a nonnegative density, cubed, is the density. -/
theorem cubeRoot_pow_three {x : ℝ} (hx : 0 ≤ x) : (x ^ (1 / 3 : ℝ)) ^ 3 = x := by
  rw [← Real.rpow_natCast, ← Real.rpow_mul hx]
  norm_num

/-- For nonnegative densities and `a > 0`, the energy measured from `-c² N / (4a)` is a weighted
sum of squares of the deviation of the cube root of the density from `c / (2a)`. -/
theorem tfdEnergy_add_eq_sum_sq (w : ι → ℝ) {ρ : ι → ℝ} (hρ : ∀ i, 0 ≤ ρ i)
    {a : ℝ} (ha : 0 < a) (c : ℝ) :
    tfdEnergy a c w ρ + c ^ 2 * electronNumber w ρ / (4 * a)
      = ∑ i, w i * (a * ρ i * (ρ i ^ (1 / 3 : ℝ) - c / (2 * a)) ^ 2) := by
  -- write the exchange coefficient as `2 a k`
  obtain ⟨k, rfl⟩ : ∃ k, c = 2 * a * k :=
    ⟨c / (2 * a), (mul_div_cancel₀ c (by positivity : 2 * a ≠ 0)).symm⟩
  have hk : 2 * a * k / (2 * a) = k := by
    rw [div_eq_iff (by positivity)]
    ring
  have hk2 : (2 * a * k) ^ 2 / (4 * a) = a * k ^ 2 := by
    rw [div_eq_iff (by positivity)]
    ring
  unfold tfdEnergy moment electronNumber
  rw [mul_div_right_comm, hk, hk2, Finset.mul_sum, Finset.mul_sum, Finset.mul_sum,
    ← Finset.sum_sub_distrib, ← Finset.sum_add_distrib]
  refine Finset.sum_congr rfl fun i _ => ?_
  -- at each grid point everything is a polynomial in the cube root of the density
  have h3 := cubeRoot_pow_three (hρ i)
  have h4 : ρ i ^ (4 / 3 : ℝ) = (ρ i ^ (1 / 3 : ℝ)) ^ 4 := by
    rw [← Real.rpow_natCast, ← Real.rpow_mul (hρ i)]
    norm_num
  have h5 : ρ i ^ (5 / 3 : ℝ) = (ρ i ^ (1 / 3 : ℝ)) ^ 5 := by
    rw [← Real.rpow_natCast, ← Real.rpow_mul (hρ i)]
    norm_num
  rw [h4, h5]
  generalize ρ i ^ (1 / 3 : ℝ) = t at h3 ⊢
  rw [← h3]
  ring

/-- For nonnegative weights and densities and `a > 0`, the energy equals `-c² N / (4a)` exactly
when each grid point has zero weight, zero density or the density `(c / (2a))³`. -/
theorem tfdEnergy_eq_bound_iff {w ρ : ι → ℝ} (hw : ∀ i, 0 ≤ w i) (hρ : ∀ i, 0 ≤ ρ i)
    {a : ℝ} (ha : 0 < a) (c : ℝ) :
    tfdEnergy a c w ρ = -(c ^ 2 * electronNumber w ρ / (4 * a))
      ↔ ∀ i, w i = 0 ∨ ρ i = 0 ∨ ρ i = (c / (2 * a)) ^ 3 := by
  have hroot : ∀ i, ρ i ^ (1 / 3 : ℝ) = c / (2 * a) ↔ ρ i = (c / (2 * a)) ^ 3 := by
    intro i
    have h3 := cubeRoot_pow_three (hρ i)
    constructor
    · intro h
      rw [← h, h3]
    · intro h
      have hodd : Odd 3 := by decide
      exact hodd.strictMono_pow.injective (h3.trans h)
  have hi : ∀ i, w i * (a * ρ i * (ρ i ^ (1 / 3 : ℝ) - c / (2 * a)) ^ 2) = 0
      ↔ w i = 0 ∨ ρ i = 0 ∨ ρ i = (c / (2 * a)) ^ 3 := by
    intro i
    rw [mul_eq_zero, mul_eq_zero, mul_eq_zero, pow_eq_zero_iff two_ne_zero, sub_eq_zero,
      hroot i, or_iff_right ha.ne']
  -- a sum of nonnegative terms vanishes only if every term does
  rw [eq_neg_iff_add_eq_zero, tfdEnergy_add_eq_sum_sq w hρ ha c,
    Finset.sum_eq_zero_iff_of_nonneg (fun i _ =>
      mul_nonneg (hw i) (mul_nonneg (mul_nonneg ha.le (hρ i)) (sq_nonneg _)))]
  exact ⟨fun H i => (hi i).1 (H i (Finset.mem_univ i)), fun H i _ => (hi i).2 (H i)⟩

/-- For nonnegative weights, `a > 0` and `c ≥ 0`, the uniform density `(c / (2a))³` has energy
exactly `-c² N / (4a)`. -/
theorem tfdEnergy_uniform {w : ι → ℝ} (hw : ∀ i, 0 ≤ w i) {a c : ℝ} (ha : 0 < a)
    (hc : 0 ≤ c) :
    tfdEnergy a c w (fun _ => (c / (2 * a)) ^ 3)
      = -(c ^ 2 * electronNumber w (fun _ => (c / (2 * a)) ^ 3) / (4 * a)) :=
  (tfdEnergy_eq_bound_iff hw (fun _ => by positivity) ha c).2 fun _ => Or.inr (Or.inr rfl)

end

end ThomasFermiDiracGrid
```

```lean
#print axioms ThomasFermiDiracGrid.tfdEnergy_lower_bound
#print axioms ThomasFermiDiracGrid.tfdEnergy_uniform
```

```
'ThomasFermiDiracGrid.tfdEnergy_lower_bound' depends on axioms: [propext, Classical.choice, Quot.sound]
'ThomasFermiDiracGrid.tfdEnergy_uniform' depends on axioms: [propext, Classical.choice, Quot.sound]
```

## What is bounded, and for which densities

In Thomas-Fermi-Dirac theory the kinetic energy is proportional to the integral of $\rho^{5/3}$, and exchange lowers the energy by a multiple of the integral of $\rho^{4/3}$. The question is how far exchange can lower the sum of these two terms for a given number of electrons.

The integrals are replaced by quadrature sums over a finite index type `ι`, whose elements $i$ are the grid points. The functions `w` and `ρ` give the weight $w_i$ and density $\rho_i$, and the hypotheses `hw` and `hρ` say that both are nonnegative. Quadrature rules with negative weights are therefore excluded. Write

$$N=\sum_i w_i\rho_i,\qquad X=\sum_i w_i\rho_i^{4/3},\qquad T=\sum_i w_i\rho_i^{5/3}.$$

In Lean these are `electronNumber w ρ`, `moment w ρ (4 / 3)` and `moment w ρ (5 / 3)`. A "moment" here is a sum of powers of the density, not of the position. The number $N$ need not be an integer.

The main statements are:

- `exchange_sq_le`: $X^2\le NT$.
- `tfdEnergy_lower_bound`: $aT-cX\ge -c^2N/(4a)$ for $a>0$ and any real $c$.
- `tfdEnergy_eq_bound_iff`: equality holds exactly when every point has $w_i=0$, $\rho_i=0$ or $\rho_i=(c/2a)^3$.
- `tfdEnergy_uniform`: for $c\ge 0$, the uniform density $(c/2a)^3$ attains the bound at its own electron number.

## The physics in the two coefficients

The constants $a$ and $c$ stand for the coefficients that the uniform electron gas supplies: $a$ measures the kinetic cost of filling momentum states up to the Fermi level, and $c$ the exchange energy gained between electrons of like spin. The physical exchange energy is negative and equals $-cX$ with $c>0$. Where the code speaks of the kinetic minus exchange energy, it means $aT-cX$, the sum of the two physical energies.

The name `tfdEnergy` covers less than the usual Thomas-Fermi-Dirac energy, which also contains the attraction to the nuclei and the classical electron repulsion. For the two local terms alone, the result is relevant to orbital-free density functional calculations: at fixed $N$, refining a finite grid with nonnegative weights cannot let exchange drive their sum below a value that is independent of the grid. The code does not treat integrals over space. For them the same bound follows by integrating the one-point identity, provided that the integrals of $\rho$ and $\rho^{5/3}$ are finite.

## Cauchy-Schwarz between the sums

Let $M_p=\sum_i w_i\rho_i^p$. For $p,q\ge 0$, apply Cauchy-Schwarz to the vectors with components $\sqrt{w_i}\,\rho_i^{p/2}$ and $\sqrt{w_i}\,\rho_i^{q/2}$:

$$M_{(p+q)/2}^2=\Bigl(\sum_i \sqrt{w_i}\,\rho_i^{p/2}\,\sqrt{w_i}\,\rho_i^{q/2}\Bigr)^2\le M_pM_q .$$

This is `moment_sq_le`. Lean avoids the square roots by using a version of Cauchy-Schwarz that asks only for $r_i^2\le f_ig_i$ with $f_i,g_i\ge 0$. Here $r_i=w_i\rho_i^{(p+q)/2}$, $f_i=w_i\rho_i^p$ and $g_i=w_i\rho_i^q$, and the condition holds with equality by the addition rule for exponents.

Setting $p=1$ and $q=5/3$ gives the mean exponent $4/3$, and hence $X^2\le NT$.

## Completing the square

Multiplied by $4a$, the energy bound becomes

$$4a^2T-4acX+c^2N\ge 0,$$

which is the step `key` in the proof. If $N>0$, multiply the left side by $N$ and use $NT\ge X^2$:

$$N(4a^2T-4acX+c^2N)\ge 4a^2X^2-4acNX+c^2N^2=(2aX-cN)^2\ge 0.$$

Dividing by $N$ gives the claim. Lean argues by contradiction: if the bracket were negative, its product with $N$ would be negative too, and `nlinarith` refutes this with the square above.

If $N=0$, then $X^2\le 0$ forces $X=0$, and what remains is $4a^2T\ge 0$.

## When the bound is attained

The one-point identity holds at every grid point. With $t_i=\rho_i^{1/3}$,

$$a t_i^5-c t_i^4+\frac{c^2}{4a}t_i^3=a t_i^3\Bigl(t_i-\frac{c}{2a}\Bigr)^2 .$$

Multiplying by $w_i$ and summing gives `tfdEnergy_add_eq_sum_sq`:

$$aT-cX+\frac{c^2N}{4a}=\sum_i w_i\,a\,\rho_i\Bigl(\rho_i^{1/3}-\frac{c}{2a}\Bigr)^2 .$$

In Lean, $c$ is first written as $2ak$, the fractional powers become powers of the cube root by the multiplication rule for exponents, `cubeRoot_pow_three` replaces the density itself by the cube of its cube root, and `ring` checks the resulting polynomial identity.

For nonnegative weights every term on the right is nonnegative, so the sum vanishes only if each term does. Since $a\neq 0$, each term requires $w_i=0$, $\rho_i=0$ or $\rho_i^{1/3}=c/2a$. The last condition is equivalent to $\rho_i=(c/2a)^3$ because cubing is injective on the real numbers. For $c\ge 0$ this value is an admissible density, and placing it at every point gives `tfdEnergy_uniform`.

## The two-dimensional electron gas

In two dimensions the local kinetic and exchange terms scale as $\rho^2$ and $\rho^{3/2}$. In this section $a>0$ and $c$ denote their coefficients, which differ from those in three dimensions. Taking $p=1$ and $q=2$ in `moment_sq_le` gives $M_{3/2}^2\le N M_2$, and the same completion of the square yields

$$aM_2-cM_{3/2}\ge-\frac{c^2N}{4a}.$$

Of these two inequalities, only the first is an instance of a theorem in the code. For $c\ge 0$ the uniform density $(c/2a)^2$ attains the second.
